# Moreau-Yosida regularisation of a bounded-below functional on a bounded set of densities lowers the energy by ε‖v‖²/2

Electrons sit on a lattice of L sites, with an external potential v_i on site i. In density functional theory their ground-state energy is found by minimising F(ρ) + Σ_i v_i ρ_i over the site occupations ρ, where F(ρ) collects the kinetic and interaction energy. Such an F may have kinks, and it is given only for physically allowed occupations. Moreau-Yosida regularisation replaces it by a function F_ε, defined for every vector x in R^L, in which the departure of x from an allowed density ρ costs a quadratic penalty Σ_i (x_i − ρ_i)²/(2ε), with ε > 0.

Changing the functional changes the energy, and the question is by how much. If F is bounded below on a nonempty bounded set of densities, and the minimisation now runs over all x, the energy drops by exactly ε‖v‖²/2, where ‖v‖² = Σ_i v_i², whatever the form of F.

## Densities, potentials and the two energies

```lean
import Mathlib

open Set

namespace MoreauYosidaLattice

noncomputable section

/- Densities and potentials are vectors of a real inner-product space `V`;
for a lattice of `L` sites, `V` is `EuclideanSpace ℝ (Fin L)`. -/
variable {V : Type*} [NormedAddCommGroup V] [InnerProductSpace ℝ V]
```

The letter `V` stands for the space in which both densities and potentials live. The square brackets say that it is a real vector space with an inner product ⟨·,·⟩ and the norm ‖·‖ that belongs to it. For the lattice, V is R^L, with

⟨v,ρ⟩ = Σ_i v_i ρ_i and ‖v‖² = Σ_i v_i².

Nothing below uses the dimension of V.

```lean
/-- The ground-state energy in the potential `v`: the infimum of `F ρ + ⟨v, ρ⟩` over the
densities `ρ` in `D`. -/
def energy (F : V → ℝ) (D : Set V) (v : V) : ℝ :=
  sInf ((fun ρ => F ρ + inner ℝ v ρ) '' D)
```

This defines the ground-state energy

E(v) = inf over ρ in D of F(ρ) + ⟨v,ρ⟩.

The expression `fun ρ => F ρ + inner ℝ v ρ` is the function that sends ρ to its total energy, `'' D` collects its values on the set D, and `sInf` takes their infimum. The type `V → ℝ` gives F a real value everywhere, but only its values on D enter. Restricting the search to D does the work of the convention that F is +∞ for forbidden densities. F is an arbitrary real function: it need not be convex, and it is not constructed from a Hamiltonian. The Lieb functional of a finite lattice, restricted to the densities where it is finite, is one case.

```lean
/-- The Moreau-Yosida regularised functional: the infimum of `F ρ + ‖x - ρ‖² / (2 ε)` over the
densities `ρ` in `D`. -/
def regFunctional (F : V → ℝ) (D : Set V) (ε : ℝ) (x : V) : ℝ :=
  sInf ((fun ρ => F ρ + ‖x - ρ‖ ^ 2 / (2 * ε)) '' D)
```

The regularised functional is

F_ε(x) = inf over ρ in D of F(ρ) + ‖x − ρ‖²/(2ε).

The parameter ε sets how soft the penalty is: a small ε ties x closely to the allowed densities, and a large ε lets it stray.

```lean
/-- The energy computed from the regularised functional, with `x` ranging over the whole space. -/
def regEnergy (F : V → ℝ) (D : Set V) (ε : ℝ) (v : V) : ℝ :=
  ⨅ x : V, (regFunctional F D ε x + inner ℝ v x)
```

The regularised energy is

E_ε(v) = inf over x in V of F_ε(x) + ⟨v,x⟩.

The symbol `⨅ x : V` is an infimum over all vectors x, including those with negative or excessively large occupations.

## Completing the square

```lean
/-- Completing the square: the penalty plus the potential energy of `x` is the potential energy
of `ρ`, lowered by `ε ‖v‖² / 2`, plus a square centred at `ρ - ε v`. -/
theorem complete_square {ε : ℝ} (hε : ε ≠ 0) (v x ρ : V) :
    ‖x - ρ‖ ^ 2 / (2 * ε) + inner ℝ v x
      = inner ℝ v ρ - ε * ‖v‖ ^ 2 / 2 + ‖x - (ρ - ε • v)‖ ^ 2 / (2 * ε) := by
  have h : ‖x - (ρ - ε • v)‖ ^ 2
      = ‖x - ρ‖ ^ 2 + 2 * ε * (inner ℝ v x - inner ℝ v ρ) + ε ^ 2 * ‖v‖ ^ 2 := by
    have e : x - (ρ - ε • v) = (x - ρ) + ε • v := by abel
    rw [e, norm_add_sq_real, real_inner_smul_right, real_inner_comm v (x - ρ),
      inner_sub_right, norm_smul, mul_pow, Real.norm_eq_abs, sq_abs]
    ring
  rw [h]
  field_simp
  ring
```

A theorem in Lean lists its hypotheses before the colon and its conclusion after it; the proof follows `:=`. Here the hypothesis is ε ≠ 0, and the conclusion is the identity

‖x − ρ‖²/(2ε) + ⟨v,x⟩ = ⟨v,ρ⟩ − ε‖v‖²/2 + ‖x − (ρ − εv)‖²/(2ε).

To derive it, write x − (ρ − εv) = (x − ρ) + εv and expand:

‖x − (ρ − εv)‖² = ‖x − ρ‖² + 2ε(⟨v,x⟩ − ⟨v,ρ⟩) + ε²‖v‖².

Dividing by 2ε and rearranging gives the claim. In the code, the expansion is the intermediate statement `h`. The tactic `field_simp` then clears the denominators, and `ring` checks the remaining algebra.

The identity moves the potential energy from x to ρ. What is left of x is a square that vanishes at x = ρ − εv.

## A lower bound on the total energy

```lean
/-- On a bounded set of densities, a functional that is bounded below stays bounded below when
the potential energy is added. -/
theorem bddBelow_total {F : V → ℝ} {D : Set V} (hF : BddBelow (F '' D))
    (hD : Bornology.IsBounded D) (v : V) :
    BddBelow ((fun ρ => F ρ + inner ℝ v ρ) '' D) := by
  obtain ⟨m, hm⟩ := hF
  obtain ⟨R, hR⟩ := hD.exists_norm_le
  refine ⟨m - ‖v‖ * R, ?_⟩
  rintro _ ⟨ρ, hρ, rfl⟩
  show m - ‖v‖ * R ≤ F ρ + inner ℝ v ρ
  have h1 : m ≤ F ρ := hm ⟨ρ, hρ, rfl⟩
  -- Cauchy-Schwarz bounds the potential energy
  have h2 := (abs_le.mp (abs_real_inner_le_norm v ρ)).1
  have h3 := mul_le_mul_of_nonneg_left (hR ρ hρ) (norm_nonneg v)
  linarith
```

`BddBelow` says that a set of real numbers has a lower bound. Let m be a lower bound for F on D, and let R bound the norms of the densities in D. By Cauchy-Schwarz,

F(ρ) + ⟨v,ρ⟩ ≥ m − ‖v‖‖ρ‖ ≥ m − ‖v‖R.

The two `obtain` lines name m and R, the facts `h1` to `h3` are the separate inequalities, and `linarith` combines them.

Both hypotheses are natural on a finite lattice. With one orbital per site, each site holds between 0 and 2 electrons, so the allowed occupations form a bounded set, and the internal energy of finitely many electrons on finitely many sites, with finite couplings, cannot fall without limit.

## The regularised infimum

```lean
/-- Let `D` be nonempty and `ε > 0`. If the total energy in the potential `v` is bounded below on
`D`, then the greatest lower bound of `F_ε x + ⟨v, x⟩` over all `x` is `E v - ε ‖v‖² / 2`. -/
theorem isGLB_regularised {F : V → ℝ} {D : Set V} {ε : ℝ} {v : V} (hne : D.Nonempty)
    (hε : 0 < ε) (hb : BddBelow ((fun ρ => F ρ + inner ℝ v ρ) '' D)) :
    IsGLB (range fun x : V => regFunctional F D ε x + inner ℝ v x)
      (energy F D v - ε * ‖v‖ ^ 2 / 2) := by
  -- the square is nonnegative, which bounds the penalised functional from below
  have key : ∀ x : V, ∀ ρ ∈ D, energy F D v - ε * ‖v‖ ^ 2 / 2 - inner ℝ v x
      ≤ F ρ + ‖x - ρ‖ ^ 2 / (2 * ε) := by
    intro x ρ hρ
    have h1 : energy F D v ≤ F ρ + inner ℝ v ρ := csInf_le hb ⟨ρ, hρ, rfl⟩
    have h2 := complete_square hε.ne' v x ρ
    have h3 : 0 ≤ ‖x - (ρ - ε • v)‖ ^ 2 / (2 * ε) := by positivity
    linarith
  constructor
  · rintro _ ⟨x, rfl⟩
    show _ ≤ regFunctional F D ε x + inner ℝ v x
    have h : energy F D v - ε * ‖v‖ ^ 2 / 2 - inner ℝ v x ≤ regFunctional F D ε x := by
      apply le_csInf (hne.image _)
      rintro _ ⟨ρ, hρ, rfl⟩
      exact key x ρ hρ
    linarith
  · intro c hc
    have h : c + ε * ‖v‖ ^ 2 / 2 ≤ energy F D v := by
      apply le_csInf (hne.image _)
      rintro _ ⟨ρ, hρ, rfl⟩
      show c + ε * ‖v‖ ^ 2 / 2 ≤ F ρ + inner ℝ v ρ
      -- the choice x = ρ - ε v makes the square vanish
      have h1 : c ≤ regFunctional F D ε (ρ - ε • v) + inner ℝ v (ρ - ε • v) := hc ⟨_, rfl⟩
      have h2 : regFunctional F D ε (ρ - ε • v)
          ≤ F ρ + ‖(ρ - ε • v) - ρ‖ ^ 2 / (2 * ε) := by
        refine csInf_le ⟨energy F D v - ε * ‖v‖ ^ 2 / 2 - inner ℝ v (ρ - ε • v), ?_⟩
          ⟨ρ, hρ, rfl⟩
        rintro _ ⟨σ, hσ, rfl⟩
        exact key (ρ - ε • v) σ hσ
      have h3 := complete_square hε.ne' v (ρ - ε • v) ρ
      have h4 : ‖(ρ - ε • v) - (ρ - ε • v)‖ ^ 2 / (2 * ε) = 0 := by simp
      linarith
    linarith
```

`IsGLB` means "is the greatest lower bound of", and `range` is the set of all values as x varies. The theorem says that E(v) − ε‖v‖²/2 is the greatest lower bound of the values F_ε(x) + ⟨v,x⟩. Besides a nonempty D and a positive ε, it asks only that the total energy in this one potential be bounded below on D; D itself may be unbounded. Because Lean assigns the value 0 to the infimum of a set without a lower bound, this form says more than an equation between infima would.

There are two things to show. First, the number is a lower bound. For any x and any ρ in D, completing the square gives

F(ρ) + ‖x − ρ‖²/(2ε) + ⟨v,x⟩ = F(ρ) + ⟨v,ρ⟩ − ε‖v‖²/2 + ‖x − (ρ − εv)‖²/(2ε) ≥ E(v) − ε‖v‖²/2.

Taking the infimum over ρ on the left gives F_ε(x) + ⟨v,x⟩ ≥ E(v) − ε‖v‖²/2. The code records the inequality as `key`, with ⟨v,x⟩ moved to the other side since it does not depend on ρ.

Second, no lower bound is larger. Let c be any lower bound, take ρ in D and choose x = ρ − εv. Using ρ itself as a trial density in F_ε gives

c ≤ F_ε(ρ − εv) + ⟨v,ρ − εv⟩ ≤ F(ρ) + ε‖v‖²/2 + ⟨v,ρ⟩ − ε‖v‖² = F(ρ) + ⟨v,ρ⟩ − ε‖v‖²/2.

This holds for every ρ in D, so c ≤ E(v) − ε‖v‖²/2. No minimising density is needed.

The command `constructor` splits the proof into these two halves. Two library facts about infima recur: `csInf_le` says that the infimum of a set that is bounded below is at most each member, and `le_csInf` says that a lower bound of a nonempty set is at most its infimum.

```lean
/-- For a functional bounded below on a nonempty bounded set of densities, Moreau-Yosida
regularisation with `ε > 0` lowers the ground-state energy by exactly `ε ‖v‖² / 2`. -/
theorem regEnergy_eq {F : V → ℝ} {D : Set V} {ε : ℝ} (hne : D.Nonempty)
    (hD : Bornology.IsBounded D) (hF : BddBelow (F '' D)) (hε : 0 < ε) (v : V) :
    regEnergy F D ε v = energy F D v - ε * ‖v‖ ^ 2 / 2 :=
  (isGLB_regularised hne hε (bddBelow_total hF hD v)).ciInf_eq
```

This is the main theorem:

E_ε(v) = E(v) − ε‖v‖²/2.

Its hypotheses are that D is nonempty (`hne`) and bounded (`hD`), that F is bounded below on D (`hF`), and that ε is positive (`hε`). The proof is one line: the Cauchy-Schwarz bound supplies what the previous theorem needs, and `ciInf_eq` turns a greatest lower bound into the value of the infimum.

For a lattice model with such an F and D, a density functional calculation that minimises F_ε(x) + ⟨v,x⟩ over all vectors x, with no constraint on their sum or sign, therefore gives the original ground-state energy once ε‖v‖²/2 is added back. The theorem concerns energies only. The smoothness of F_ε, the usual motive for regularising a convex F, is a separate matter.

## Which x and ρ attain the minimum

```lean
/-- Let `F` be bounded below on a bounded set `D`, let `ρ` be in `D` and let `ε > 0`. The pair `x`,
`ρ` attains the regularised energy exactly when `ρ` attains the ground-state energy in the potential
`v` and `x = ρ - ε v`. -/
theorem attains_regEnergy_iff {F : V → ℝ} {D : Set V} {ε : ℝ}
    (hD : Bornology.IsBounded D) (hF : BddBelow (F '' D)) (hε : 0 < ε) (v x : V)
    {ρ : V} (hρ : ρ ∈ D) :
    F ρ + ‖x - ρ‖ ^ 2 / (2 * ε) + inner ℝ v x = regEnergy F D ε v ↔
      F ρ + inner ℝ v ρ = energy F D v ∧ x = ρ - ε • v := by
  rw [regEnergy_eq ⟨ρ, hρ⟩ hD hF hε v]
  have hs := complete_square hε.ne' v x ρ
  have hE : energy F D v ≤ F ρ + inner ℝ v ρ :=
    csInf_le (bddBelow_total hF hD v) ⟨ρ, hρ, rfl⟩
  constructor
  · intro h
    -- two nonnegative excesses add up to zero, so both vanish
    have hq : 0 ≤ ‖x - (ρ - ε • v)‖ ^ 2 / (2 * ε) := by positivity
    have hz : ‖x - (ρ - ε • v)‖ ^ 2 / (2 * ε) = 0 := by linarith
    refine ⟨by linarith, ?_⟩
    have hn : ‖x - (ρ - ε • v)‖ ^ 2 = 0 := by
      rcases div_eq_zero_iff.mp hz with h0 | h0
      · exact h0
      · exact absurd h0 (by positivity)
    exact sub_eq_zero.mp (norm_eq_zero.mp ((pow_eq_zero_iff two_ne_zero).mp hn))
  · rintro ⟨h, hx⟩
    have h4 : ‖x - (ρ - ε • v)‖ ^ 2 / (2 * ε) = 0 := by simp [hx]
    linarith
```

The sign `↔` reads "if and only if", and `∧` reads "and". For ρ in D, the pair (x, ρ) attains the regularised energy exactly when ρ attains the ground-state energy in the potential v and x = ρ − εv. The theorem characterises minimisers and does not say that any exist.

Subtracting the main theorem from the completed square gives

F(ρ) + ‖x − ρ‖²/(2ε) + ⟨v,x⟩ − E_ε(v) = [F(ρ) + ⟨v,ρ⟩ − E(v)] + ‖x − (ρ − εv)‖²/(2ε).

Both terms on the right are nonnegative. Their sum is zero only if each is zero, which gives one direction; inserting the two conditions gives the other. The vector x is thus a shifted density, and the ground-state density is recovered from it as ρ = x + εv.

## One electron on two sites

Take one electron on two sites with hopping amplitude 4, in arbitrary energy units. The allowed densities have ρ₁, ρ₂ ≥ 0 and ρ₁ + ρ₂ = 1, and

F(ρ) = −8√(ρ₁ρ₂).

Let v = (3, −3) and d = ρ₁ − ρ₂. The total energy is −4√(1 − d²) + 3d, whose minimum is −5, at d = −3/5. Hence E(v) = −5 and ρ = (0.2, 0.8).

With ε = 0.1 and ‖v‖² = 18, the main theorem gives

E_ε(v) = −5 − 0.9 = −5.9.

The minimising vector is x = ρ − 0.1v = (−0.1, 1.1), which is not an allowed density. The direct sum agrees: F(ρ) = −3.2, the penalty is 0.18/0.2 = 0.9, and ⟨v,x⟩ = −3.6, for a total of −5.9.

## Curvature in the potential

```lean
/-- For `ε > 0` and a functional bounded below on a nonempty bounded set of densities, the
regularised energy is strongly concave in the potential, with modulus `ε`. -/
theorem regEnergy_strongly_concave {F : V → ℝ} {D : Set V} {ε : ℝ} (hne : D.Nonempty)
    (hD : Bornology.IsBounded D) (hF : BddBelow (F '' D)) (hε : 0 < ε) (v w : V)
    {a b : ℝ} (ha : 0 ≤ a) (hb : 0 ≤ b) (hab : a + b = 1) :
    a * regEnergy F D ε v + b * regEnergy F D ε w + ε / 2 * (a * b * ‖v - w‖ ^ 2)
      ≤ regEnergy F D ε (a • v + b • w) := by
  -- the unregularised energy is concave, as an infimum of affine functions
  have hc : a * energy F D v + b * energy F D w ≤ energy F D (a • v + b • w) := by
    apply le_csInf (hne.image _)
    rintro _ ⟨ρ, hρ, rfl⟩
    show _ ≤ F ρ + inner ℝ (a • v + b • w) ρ
    have h1 : energy F D v ≤ F ρ + inner ℝ v ρ :=
      csInf_le (bddBelow_total hF hD v) ⟨ρ, hρ, rfl⟩
    have h2 : energy F D w ≤ F ρ + inner ℝ w ρ :=
      csInf_le (bddBelow_total hF hD w) ⟨ρ, hρ, rfl⟩
    have h3 := mul_le_mul_of_nonneg_left h1 ha
    have h4 := mul_le_mul_of_nonneg_left h2 hb
    have h5 : a * F ρ + b * F ρ = F ρ := by rw [← add_mul, hab, one_mul]
    rw [inner_add_left, real_inner_smul_left, real_inner_smul_left]
    linarith
  -- the quadratic term supplies the strong concavity
  have hn : ‖a • v + b • w‖ ^ 2
      = a * ‖v‖ ^ 2 + b * ‖w‖ ^ 2 - a * b * ‖v - w‖ ^ 2 := by
    have hb' : b = 1 - a := by linarith
    rw [norm_add_sq_real, norm_sub_sq_real, real_inner_smul_left, real_inner_smul_right,
      norm_smul, norm_smul, mul_pow, mul_pow, Real.norm_eq_abs, Real.norm_eq_abs,
      sq_abs, sq_abs, hb']
    ring
  rw [regEnergy_eq hne hD hF hε, regEnergy_eq hne hD hF hε, regEnergy_eq hne hD hF hε, hn]
  linarith

end

end MoreauYosidaLattice
```

For potentials v and w and weights a, b ≥ 0 with a + b = 1, the theorem states

a E_ε(v) + b E_ε(w) + (ε/2) a b ‖v − w‖² ≤ E_ε(av + bw).

In Lean, `a • v` is the vector v multiplied by the number a. Without the term in ε this would be ordinary concavity; the extra term makes it strong concavity with modulus ε.

The argument starts with the unregularised energy. For each ρ in D,

F(ρ) + ⟨av + bw,ρ⟩ = a(F(ρ) + ⟨v,ρ⟩) + b(F(ρ) + ⟨w,ρ⟩) ≥ a E(v) + b E(w),

and the infimum over ρ gives E(av + bw) ≥ a E(v) + b E(w). This is `hc`. The next step, `hn`, is the identity

‖av + bw‖² = a‖v‖² + b‖w‖² − ab‖v − w‖².

Multiplying it by −ε/2 and adding it to the concavity inequality produces the result, once the main theorem has been used for each of the three potentials. The code does this with `rw`, which replaces each regularised energy by its formula, and `linarith`.

The gain shows in a uniform shift of the potential. At fixed electron number the original energy changes linearly under such a shift, while the regularised energy curves downwards.

```lean
#print axioms MoreauYosidaLattice.regEnergy_eq
#print axioms MoreauYosidaLattice.attains_regEnergy_iff
#print axioms MoreauYosidaLattice.regEnergy_strongly_concave
```

```
'MoreauYosidaLattice.regEnergy_eq' depends on axioms: [propext, Classical.choice, Quot.sound]
'MoreauYosidaLattice.attains_regEnergy_iff' depends on axioms: [propext, Classical.choice, Quot.sound]
'MoreauYosidaLattice.regEnergy_strongly_concave' depends on axioms: [propext, Classical.choice, Quot.sound]
```
